# Half-and-half mixing with exact endpoints: error bounds from the curvature of the integrand

Let $W$ be an adiabatic-connection integrand that is twice continuously differentiable on $[0,1]$, with $m \le W'' \le M$ there. Then

$$\frac{m}{12} \;\le\; \frac{W(0)+W(1)}{2} - \int_0^1 W(x)\,dx \;\le\; \frac{M}{12}.$$

Here $x$ is the coupling constant, which scales the electron–electron repulsion from zero to full strength at fixed density. The value $W(x)$ is the expectation value of the full-strength repulsion in the ground state at coupling $x$, minus the Hartree energy. The integral is the exchange-correlation energy, $W(0)$ is the exact exchange energy, and the mean of the two endpoint values is the half-and-half energy. If $W$ is convex, we may take $m = 0$: half-and-half mixing with exact endpoints then never gives too low an exchange-correlation energy, and it is too high by at most $M/12$. Convexity is an assumption about the system. It says that the slope of $W$ never decreases as the coupling grows, so that a fall in $W$ never steepens.

## The error as a weighted integral of the curvature

Consider the function

$$F(x) = \frac{x(1-x)}{2}\,W'(x) - \frac{1-2x}{2}\,W(x).$$

The product rule gives

$$F'(x) = \frac{1-2x}{2}W'(x) + \frac{x(1-x)}{2}W''(x) + W(x) - \frac{1-2x}{2}W'(x) = \frac{x(1-x)}{2}W''(x) + W(x).$$

At the endpoints $F(1) = W(1)/2$ and $F(0) = -W(0)/2$. Integrating $F'$ over $[0,1]$ and moving the integral of $W$ to the other side gives

$$\frac{W(0)+W(1)}{2} - \int_0^1 W(x)\,dx = \int_0^1 \frac{x(1-x)}{2}\,W''(x)\,dx.$$

The weight is nonnegative on $[0,1]$, and its integral is $\frac12\left(\frac12-\frac13\right) = \frac1{12}$. Replacing $W''$ by $m$ or by $M$ under the integral therefore gives the two bounds.

The upper bound is attained only by constant curvature. Suppose $W''(x_0) < M$ at some interior point $x_0$. By continuity the inequality persists near $x_0$, where the weight is positive, so the error is strictly below $M/12$. An error of exactly $M/12$ thus forces $W'' = M$ on the open interval, and continuity extends this to $0$ and $1$. Conversely, if $W'' = M$ throughout, the bounds with $m = M$ fix the error at $M/12$.

In a density-functional calculation the full-coupling value is usually approximate. If $w$ replaces $W(1)$ and $|w - W(1)| \le \delta$, the half-and-half energy shifts by $(w - W(1))/2$, which is at most $\delta/2$ in size. The bounds become $m/12 - \delta/2$ and $M/12 + \delta/2$. Convexity alone then no longer fixes the sign of the error, but $m \ge 6\delta$ still ensures that it is nonnegative.

For the parabola $W(x) = a + bx + cx^2$ the curvature is $2c$ everywhere, and the error is $2c/12 = c/6$.

## The integrand and its energies in Lean

```lean
import Mathlib

open Set

namespace HalfAndHalfCurvature

noncomputable section
```

The integrand is a real function `W`, accompanied by its first derivative `W₁` and second derivative `W₂`.

```lean
/-- The adiabatic-connection integrand `W` is twice continuously differentiable on `[0,1]`,
with first derivative `W₁` and second derivative `W₂` (one-sided at the endpoints). -/
structure IsC2Integrand (W W₁ W₂ : ℝ → ℝ) : Prop where
  deriv_one : ∀ x ∈ Icc (0 : ℝ) 1, HasDerivWithinAt W (W₁ x) (Icc 0 1) x
  deriv_two : ∀ x ∈ Icc (0 : ℝ) 1, HasDerivWithinAt W₁ (W₂ x) (Icc 0 1) x
  cont_two : ContinuousOn W₂ (Icc 0 1)
```

The derivatives are taken within `Icc 0 1`, the closed interval $[0,1]$, so they are one-sided at its ends. Values of `W` outside the interval play no part. The structure contains no density, wavefunction or Hamiltonian: that a given electronic system has such an integrand is assumed, as is any bound on its curvature.

```lean
/-- The exchange-correlation energy: the integral of `W` over the coupling constant. -/
def xcEnergy (W : ℝ → ℝ) : ℝ := ∫ x in (0 : ℝ)..1, W x

/-- Half-and-half mixing of a zero-coupling value `w₀` and a full-coupling value `w₁`. -/
def halfAndHalf (w₀ w₁ : ℝ) : ℝ := (w₀ + w₁) / 2
```

The arguments `w₀` and `w₁` of `halfAndHalf` are energies at zero and full coupling, whereas the subscripts of `W₁` and `W₂` count derivatives. Keeping the endpoint values as separate arguments allows an approximate one to be inserted later.

```lean
/-- The half-and-half energy with exact endpoints minus the exchange-correlation energy. -/
def mixingError (W : ℝ → ℝ) : ℝ := halfAndHalf (W 0) (W 1) - xcEnergy W
```

The sign convention is half-and-half minus exact, so a positive `mixingError` means that the mixed energy is too high.

## The weight and the error formula

```lean
/-- The weight `x (1 - x) / 2` times a constant curvature `c` integrates to `c / 12` over `[0,1]`.
-/
theorem integral_weight_mul_const (c : ℝ) :
    ∫ x in (0 : ℝ)..1, x * (1 - x) / 2 * c = c / 12 := by
  have hd : ∀ x ∈ uIcc (0 : ℝ) 1,
      HasDerivAt (fun y : ℝ => (y * y / 4 - y * y * y / 6) * c) (x * (1 - x) / 2 * c) x := by
    intro x _
    have h2 := (hasDerivAt_id' x).fun_mul (hasDerivAt_id' x)
    have h3 := h2.fun_mul (hasDerivAt_id' x)
    exact (((h2.div_const 4).fun_sub (h3.div_const 6)).mul_const c).congr_deriv (by ring)
  have hc : Continuous (fun x : ℝ => x * (1 - x) / 2 * c) := by fun_prop
  refine (intervalIntegral.integral_eq_sub_of_hasDerivAt hd (hc.intervalIntegrable 0 1)).trans ?_
  show ((1 : ℝ) * 1 / 4 - 1 * 1 * 1 / 6) * c - (0 * 0 / 4 - 0 * 0 * 0 / 6) * c = c / 12
  ring
```

This is the integral $\frac1{12}$ of the weight, multiplied by a constant `c`. The proof supplies the antiderivative $(x^2/4 - x^3/6)\,c$ and evaluates it at the two endpoints.

```lean
/-- The weighted curvature is continuous on `[0,1]` for a twice continuously differentiable
integrand. -/
theorem continuousOn_weighted {W W₁ W₂ : ℝ → ℝ} (h : IsC2Integrand W W₁ W₂) :
    ContinuousOn (fun x : ℝ => x * (1 - x) / 2 * W₂ x) (Icc 0 1) := by
  have hk : ContinuousOn (fun x : ℝ => x * (1 - x) / 2) (Icc 0 1) := by fun_prop
  exact hk.mul h.cont_two
```

Continuity of the weighted curvature makes it integrable, and the equality case uses it again.

```lean
/-- Exact error formula: for a twice continuously differentiable integrand, the half-and-half
error is the integral of its curvature with weight `x (1 - x) / 2`. -/
theorem mixingError_eq_integral {W W₁ W₂ : ℝ → ℝ} (h : IsC2Integrand W W₁ W₂) :
    mixingError W = ∫ x in (0 : ℝ)..1, x * (1 - x) / 2 * W₂ x := by
  have hW : ContinuousOn W (Icc 0 1) := fun x hx => (h.deriv_one x hx).continuousWithinAt
  have hW₁ : ContinuousOn W₁ (Icc 0 1) := fun x hx => (h.deriv_two x hx).continuousWithinAt
  have hKi : IntervalIntegrable (fun x : ℝ => x * (1 - x) / 2 * W₂ x)
      MeasureTheory.volume 0 1 :=
    (continuousOn_weighted h).intervalIntegrable_of_Icc zero_le_one
  have hWi : IntervalIntegrable W MeasureTheory.volume 0 1 :=
    hW.intervalIntegrable_of_Icc zero_le_one
  have hk : ContinuousOn (fun x : ℝ => x * (1 - x) / 2) (Icc 0 1) := by fun_prop
  have hl : ContinuousOn (fun x : ℝ => (1 - 2 * x) / 2) (Icc 0 1) := by fun_prop
  have hF : ContinuousOn (fun y : ℝ => y * (1 - y) / 2 * W₁ y - (1 - 2 * y) / 2 * W y)
      (Icc 0 1) := (hk.mul hW₁).sub (hl.mul hW)
  -- Two integrations by parts, packed into one total derivative.
  have hd : ∀ x ∈ Ioo (0 : ℝ) 1,
      HasDerivAt (fun y : ℝ => y * (1 - y) / 2 * W₁ y - (1 - 2 * y) / 2 * W y)
        (x * (1 - x) / 2 * W₂ x + W x) x := by
    intro x hx
    have d1 := (h.deriv_one x (Ioo_subset_Icc_self hx)).hasDerivAt (Icc_mem_nhds hx.1 hx.2)
    have d2 := (h.deriv_two x (Ioo_subset_Icc_self hx)).hasDerivAt (Icc_mem_nhds hx.1 hx.2)
    have hp : HasDerivAt (fun y : ℝ => y * (1 - y) / 2) ((1 - 2 * x) / 2) x :=
      (((hasDerivAt_id' x).fun_mul ((hasDerivAt_id' x).const_sub 1)).div_const 2).congr_deriv
        (by ring)
    have hq : HasDerivAt (fun y : ℝ => (1 - 2 * y) / 2) (-1) x :=
      ((((hasDerivAt_id' x).const_mul 2).const_sub 1).div_const 2).congr_deriv (by ring)
    exact ((hp.fun_mul d2).fun_sub (hq.fun_mul d1)).congr_deriv (by ring)
  have key : ∫ x in (0 : ℝ)..1, (x * (1 - x) / 2 * W₂ x + W x) = (W 0 + W 1) / 2 := by
    refine (intervalIntegral.integral_eq_sub_of_hasDerivAt_of_le zero_le_one hF hd
      (hKi.add hWi)).trans ?_
    show (1 : ℝ) * (1 - 1) / 2 * W₁ 1 - (1 - 2 * 1) / 2 * W 1
      - (0 * (1 - 0) / 2 * W₁ 0 - (1 - 2 * 0) / 2 * W 0) = (W 0 + W 1) / 2
    ring
  rw [intervalIntegral.integral_add hKi hWi] at key
  unfold mixingError halfAndHalf xcEnergy
  linarith
```

The function in `hF` and `hd` is $F$ from the derivation above. The form of the fundamental theorem used here asks for $F$ to be continuous on the closed interval and differentiable in the interior, with an integrable derivative. At interior points the derivatives within `Icc 0 1` are ordinary ones. In `hd`, `hp` and `hq` differentiate the two polynomial factors, and `ring` confirms the cancellation of the $W'$ terms. The endpoint evaluation is `key`. Splitting its integral into two and rearranging gives the formula.

## Two-sided bounds and the equality case

```lean
/-- If the curvature of a twice continuously differentiable integrand lies between `m` and `M`
on `[0,1]`, the half-and-half error lies between `m / 12` and `M / 12`. -/
theorem mixingError_bounds {W W₁ W₂ : ℝ → ℝ} {m M : ℝ} (h : IsC2Integrand W W₁ W₂)
    (hm : ∀ x ∈ Icc (0 : ℝ) 1, m ≤ W₂ x) (hM : ∀ x ∈ Icc (0 : ℝ) 1, W₂ x ≤ M) :
    m / 12 ≤ mixingError W ∧ mixingError W ≤ M / 12 := by
  have hKi : IntervalIntegrable (fun x : ℝ => x * (1 - x) / 2 * W₂ x)
      MeasureTheory.volume 0 1 :=
    (continuousOn_weighted h).intervalIntegrable_of_Icc zero_le_one
  have hci : ∀ c : ℝ, IntervalIntegrable (fun x : ℝ => x * (1 - x) / 2 * c)
      MeasureTheory.volume 0 1 := fun c =>
    Continuous.intervalIntegrable (by fun_prop) 0 1
  have hw : ∀ x ∈ Icc (0 : ℝ) 1, 0 ≤ x * (1 - x) / 2 := fun x hx =>
    div_nonneg (mul_nonneg hx.1 (sub_nonneg.2 hx.2)) zero_le_two
  rw [mixingError_eq_integral h, ← integral_weight_mul_const m, ← integral_weight_mul_const M]
  -- The weight is nonnegative, so curvature bounds pass to the integral.
  exact ⟨intervalIntegral.integral_mono_on zero_le_one (hci m) hKi
      fun x hx => mul_le_mul_of_nonneg_left (hm x hx) (hw x hx),
    intervalIntegral.integral_mono_on zero_le_one hKi (hci M)
      fun x hx => mul_le_mul_of_nonneg_left (hM x hx) (hw x hx)⟩
```

The rewriting step turns `m / 12` and `M / 12` into integrals of the weight times a constant. Both inequalities then follow by comparing integrands pointwise, with `hw` providing the sign of the weight. The convex case of the opening is `m = 0`.

```lean
/-- For a twice continuously differentiable integrand with curvature at most `M` on `[0,1]`,
the error equals `M / 12` exactly when the curvature is `M` throughout `[0,1]`. -/
theorem mixingError_eq_max_iff {W W₁ W₂ : ℝ → ℝ} {M : ℝ} (h : IsC2Integrand W W₁ W₂)
    (hM : ∀ x ∈ Icc (0 : ℝ) 1, W₂ x ≤ M) :
    mixingError W = M / 12 ↔ ∀ x ∈ Icc (0 : ℝ) 1, W₂ x = M := by
  constructor
  · intro heq
    have hin : EqOn W₂ (fun _ => M) (Ioo 0 1) := by
      intro x hx
      by_contra hne
      have hlt : W₂ x < M := lt_of_le_of_ne (hM x (Ioo_subset_Icc_self hx)) hne
      have hc : ContinuousOn (fun y : ℝ => y * (1 - y) / 2 * M) (Icc 0 1) := by fun_prop
      -- A curvature deficit at one interior point makes the integral strictly smaller.
      have hs := intervalIntegral.integral_lt_integral_of_continuousOn_of_le_of_exists_lt
        one_pos (continuousOn_weighted h) hc
        (fun y hy => mul_le_mul_of_nonneg_left (hM y (Ioc_subset_Icc_self hy))
          (div_nonneg (mul_nonneg hy.1.le (sub_nonneg.2 hy.2)) zero_le_two))
        ⟨x, Ioo_subset_Icc_self hx, mul_lt_mul_of_pos_left hlt
          (div_pos (mul_pos hx.1 (sub_pos.2 hx.2)) two_pos)⟩
      rw [integral_weight_mul_const, ← mixingError_eq_integral h, heq] at hs
      exact lt_irrefl _ hs
    -- Continuity carries the equality to the two endpoints.
    have hcl : Icc (0 : ℝ) 1 ⊆ closure (Ioo 0 1) := by
      rw [closure_Ioo (zero_ne_one' ℝ)]
    exact fun x hx => hin.of_subset_closure h.cont_two continuousOn_const
      Ioo_subset_Icc_self hcl hx
  · intro hx
    have hb := mixingError_bounds h (fun x hx' => (hx x hx').ge) hM
    exact le_antisymm hb.2 hb.1
```

In the forward direction, `hin` shows by contradiction that the curvature equals `M` in the interior: a deficit at one point would make the integral strictly smaller than `M / 12`. Since $[0,1]$ is the closure of its interior, continuity carries the equality to the endpoints. The reverse direction applies the two-sided bounds with both constants equal to `M`. No lower bound on the curvature is required.

## An approximate full-coupling value

```lean
/-- If the curvature of a twice continuously differentiable integrand lies between `m` and `M` on
`[0,1]` and the full-coupling value is replaced by an approximation `w` accurate to `δ`, the
half-and-half error lies between `m / 12 - δ / 2` and `M / 12 + δ / 2`. -/
theorem approximate_endpoint_bounds {W W₁ W₂ : ℝ → ℝ} {m M w δ : ℝ}
    (h : IsC2Integrand W W₁ W₂) (hm : ∀ x ∈ Icc (0 : ℝ) 1, m ≤ W₂ x)
    (hM : ∀ x ∈ Icc (0 : ℝ) 1, W₂ x ≤ M) (hw : |w - W 1| ≤ δ) :
    m / 12 - δ / 2 ≤ halfAndHalf (W 0) w - xcEnergy W ∧
      halfAndHalf (W 0) w - xcEnergy W ≤ M / 12 + δ / 2 := by
  obtain ⟨h1, h2⟩ := mixingError_bounds h hm hM
  obtain ⟨h3, h4⟩ := abs_le.mp hw
  unfold mixingError halfAndHalf at h1 h2
  unfold halfAndHalf
  constructor <;> linarith
```

The hypothesis `hw` stands for the accuracy of whatever functional supplies `w`, and it is split into two linear inequalities. These are combined with the bounds for exact endpoints. The zero-coupling value remains exact.

## The parabolic integrand

```lean
/-- For the parabolic integrand `a + b x + c x²` the half-and-half error is `c / 6`. -/
theorem mixingError_parabola (a b c : ℝ) :
    mixingError (fun x => a + b * x + c * x ^ 2) = c / 6 := by
  have h : IsC2Integrand (fun x => a + b * x + c * x ^ 2) (fun x => b + 2 * c * x)
      (fun _ => 2 * c) := by
    refine ⟨fun x _ => ?_, fun x _ => ?_, continuousOn_const⟩
    · have hsq : HasDerivAt (fun y : ℝ => y ^ 2) (2 * x) x := by
        simpa using hasDerivAt_pow 2 x
      exact (((((hasDerivAt_id' x).const_mul b).const_add a).fun_add
        (hsq.const_mul c)).congr_deriv (by ring)).hasDerivWithinAt
    · exact ((((hasDerivAt_id' x).const_mul (2 * c)).const_add b).congr_deriv
        (by ring)).hasDerivWithinAt
  obtain ⟨h1, h2⟩ := mixingError_bounds h (fun _ _ => le_refl (2 * c)) (fun _ _ => le_refl (2 * c))
  linarith

end

end HalfAndHalfCurvature
```

The proof first checks that the parabola satisfies `IsC2Integrand`, with derivatives $b + 2cx$ and $2c$. It then uses `2 * c` as both the lower and the upper curvature bound, which leaves `c / 6` as the only possible error.

```lean
#print axioms HalfAndHalfCurvature.mixingError_eq_integral
#print axioms HalfAndHalfCurvature.mixingError_eq_max_iff
#print axioms HalfAndHalfCurvature.approximate_endpoint_bounds
#print axioms HalfAndHalfCurvature.mixingError_parabola
```

```
'HalfAndHalfCurvature.mixingError_eq_integral' depends on axioms: [propext, Classical.choice, Quot.sound]
'HalfAndHalfCurvature.mixingError_eq_max_iff' depends on axioms: [propext, Classical.choice, Quot.sound]
'HalfAndHalfCurvature.approximate_endpoint_bounds' depends on axioms: [propext, Classical.choice, Quot.sound]
'HalfAndHalfCurvature.mixingError_parabola' depends on axioms: [propext, Classical.choice, Quot.sound]
```
